# The lowest s and p levels of a finite radial Hamiltonian bound its lowest d level

The radial problem of an electron in a central potential is represented here by finite real matrices, written in one orthonormal basis that serves every angular momentum $l$. In atomic units the Hamiltonian for angular momentum $l$ is then

$$H_l = A + \lambda_l C, \qquad \lambda_l = \frac{l(l+1)}{2},$$

where $A$ holds the radial kinetic energy and the potential, and $C$ is the matrix of $1/r^2$. The three-point finite-difference Hamiltonian on a uniform radial grid, acting on the radial function multiplied by $r$ and with zero boundary values, has this form, with $C$ diagonal. Both $A$ and $C$ are real symmetric and of the same positive size. Positive definiteness of $C$ says that the centrifugal term is repulsive in every state the basis can describe.

Let $E_l$ be the lowest eigenvalue of $H_l$. If $C$ is positive definite, then $E_l$ is strictly increasing in $l = 0, 1, 2, \dots$, and

$$E_2 - E_0 \le 3\,(E_1 - E_0).$$

These are the lowest levels of each symmetry, such as 1s, 2p and 3d in hydrogen. The result does not compare 3d with 4s.

## Trial vectors shared between angular momenta

**The variational bound.** Let $M$ be real symmetric, with orthonormal eigenvectors $b_i$ and eigenvalues $\varepsilon_i$, the smallest being $\varepsilon_{\min}$. For any real vector $x$,

$$x\cdot Mx = \sum_i \varepsilon_i (b_i\cdot x)^2 \ge \varepsilon_{\min}\sum_i (b_i\cdot x)^2 = \varepsilon_{\min}\, x\cdot x .$$

Thus every normalised trial vector has an energy expectation value of at least $\varepsilon_{\min}$.

**Strict ordering.** Let $l < m$, and let $v$ be a normalised ground vector of $H_m$. Used as a trial vector for $H_l$, it gives

$$E_l \le v\cdot Av + \lambda_l\, v\cdot Cv < v\cdot Av + \lambda_m\, v\cdot Cv = E_m ,$$

because $\lambda_l < \lambda_m$ and $v\cdot Cv > 0$. A positive semidefinite $C$ would not be enough: for $C = 0$ all levels coincide.

**Three levels.** Let $k \le l \le m$, and let $v$ now be a normalised ground vector of the middle Hamiltonian $H_l$. Write $a = v\cdot Av$ and $c = v\cdot Cv$. Then

$$E_l = a + \lambda_l c, \qquad E_k \le a + \lambda_k c, \qquad E_m \le a + \lambda_m c .$$

Put $p = \lambda_l - \lambda_k \ge 0$ and $q = \lambda_m - \lambda_l \ge 0$. Since $p\lambda_m + q\lambda_k = (p+q)\lambda_l$,

$$pE_m + qE_k \le (p+q)(a + \lambda_l c) = (p+q)E_l ,$$

which rearranges to

$$(E_m - E_l)(\lambda_l - \lambda_k) \le (E_l - E_k)(\lambda_m - \lambda_l).$$

The sign of $c$ was never used, so this step needs $C$ only to be symmetric.

**The bound from s and p.** Take the three levels to be $0$, $1$ and $l$, with $l \ge 1$. Since $\lambda_0 = 0$ and $\lambda_1 = 1$, the inequality reads $E_l - E_1 \le (\lambda_l - 1)(E_1 - E_0)$. Adding $E_1 - E_0$ to both sides gives

$$E_l - E_0 \le \frac{l(l+1)}{2}\,(E_1 - E_0),$$

which also holds trivially for $l = 0$. For $l = 2$ the factor is 3.

## A two-by-two example and the one-function basis

Take

$$A = \begin{pmatrix} 0 & 6 \\ 6 & 16 \end{pmatrix}, \qquad C = \begin{pmatrix} 8 & 0 \\ 0 & 1 \end{pmatrix}.$$

The Hamiltonians for $l = 0, 1, 2$ are $A$, $A + C$ and $A + 3C$. Their traces are 16, 25 and 43, and their determinants are $-36$, 100 and 420. The eigenvalue pairs are therefore $(-2, 18)$, $(5, 20)$ and $(15, 28)$, so $E_0 = -2$, $E_1 = 5$ and $E_2 = 15$. The levels rise, and $E_2 - E_0 = 17$ lies below $3(E_1 - E_0) = 21$.

The normalised p ground vector is $v = (2, -1)/\sqrt5$, with $a = -8/5$ and $c = 33/5$. Its expectation value is $-1.6$ for the s Hamiltonian and $18.2$ for the d Hamiltonian. Both lie above the true minima, as the argument requires.

With a single basis function, $A$ and $C$ are numbers $a$ and $c > 0$, and $E_l = a + \lambda_l c$. The d-level bound is then an equality: no second function is available through which the state could adapt to the centrifugal term.

## Matrices, energies and levels in Lean

The type `n` labels the basis functions.

```lean
import Mathlib

open Matrix

namespace AngularMomentumLevels

noncomputable section

variable {n : Type*} [Fintype n] [DecidableEq n]
```

An energy is a real number `e` for which some nonzero real vector `v` satisfies $Mv = ev$.

```lean
/-- The set of energies of a real matrix Hamiltonian: its real eigenvalues. -/
def energies (M : Matrix n n ℝ) : Set ℝ :=
  {e | ∃ v : n → ℝ, v ≠ 0 ∧ M *ᵥ v = e • v}
```

The lowest energy is defined as the infimum of this set. For an arbitrary matrix, the number returned by `sInf` need not be an eigenvalue; for the symmetric matrices used below, the variational theorem shows that it is one.

```lean
/-- The lowest energy of a real symmetric matrix Hamiltonian of positive size,
written as the infimum of its eigenvalues. -/
def lowestEnergy (M : Matrix n n ℝ) : ℝ := sInf (energies M)
```

The next definition is $H_l$, with `l` a natural number converted to a real one in the coefficient. The same `A` and `C` appear for every `l`. This describes a local potential common to all angular momenta, and leaves out $l$-dependent pseudopotentials and basis sets that change with $l$. A non-orthogonal basis must be orthonormalised first, since no overlap matrix appears.

```lean
/-- The radial Hamiltonian `A + l(l+1)C/2` for angular momentum `l`: `A` is the s-wave
Hamiltonian and `C` the matrix of the inverse square radius. -/
def radialHamiltonian (A C : Matrix n n ℝ) (l : ℕ) : Matrix n n ℝ :=
  A + ((l : ℝ) * (l + 1) / 2) • C
```

The level $E_l$ is `levelEnergy A C l`.

```lean
/-- The lowest level `E_l` of angular momentum `l`. -/
def levelEnergy (A C : Matrix n n ℝ) (l : ℕ) : ℝ :=
  lowestEnergy (radialHamiltonian A C l)
```

## The variational principle from an eigenvector expansion

The Lean proofs work with unnormalised vectors. Where the derivation sets $v\cdot v = 1$, the code carries a factor `v ⬝ᵥ v` and cancels it at the end, which is allowed because it is positive.

```lean
omit [DecidableEq n] in
/-- A nonzero real vector has positive squared norm. -/
theorem normSq_pos {x : n → ℝ} (hx : x ≠ 0) : 0 < x ⬝ᵥ x :=
  lt_of_le_of_ne (Finset.sum_nonneg fun i _ => mul_self_nonneg (x i))
    (fun h => hx (dotProduct_self_eq_zero.mp h.symm))
```

The hypothesis `M.IsHermitian` means symmetric for a real matrix, and `[Nonempty n]` says that the size is positive. The theorem states that the lowest energy is the least element of the set of eigenvalues, and that it bounds $x\cdot Mx$ from below by $E\,x\cdot x$, with $E$ the lowest energy.

The proof picks an index `i₀` with the smallest eigenvalue. In `hvar`, the lemma `sum_inner_mul_inner` is used twice, to expand $x\cdot x$ and $x\cdot Mx$ in the eigenvector basis. The step `hmove` shifts $M$ onto the eigenvector by symmetry, and the two sums are compared term by term, as in the derivation. For `hleast`, the eigenvector `b i₀` shows that the smallest eigenvalue belongs to the set, and inserting any other eigenvector into `hvar` shows that nothing in the set lies lower.

```lean
/-- Variational principle: for a real symmetric matrix of positive size the lowest energy is
an eigenvalue, no eigenvalue lies below it, and it bounds the energy expectation value of
every trial vector from below. -/
theorem lowestEnergy_variational [Nonempty n] {M : Matrix n n ℝ} (hM : M.IsHermitian) :
    IsLeast (energies M) (lowestEnergy M) ∧
      ∀ x : n → ℝ, lowestEnergy M * (x ⬝ᵥ x) ≤ x ⬝ᵥ M *ᵥ x := by
  obtain ⟨i₀, hi₀⟩ := Finite.exists_min hM.eigenvalues
  let b := hM.eigenvectorBasis
  have hin : ∀ x y : EuclideanSpace ℝ n, inner ℝ x y = x.ofLp ⬝ᵥ y.ofLp := by
    intro x y
    simp [PiLp.inner_apply, dotProduct, mul_comm]
  have hb : ∀ i, M *ᵥ (b i).ofLp = hM.eigenvalues i • (b i).ofLp :=
    fun i => hM.mulVec_eigenvectorBasis i
  have hT : Mᵀ = M := by
    rw [← conjTranspose_eq_transpose_of_trivial]
    exact hM
  have hmove : ∀ x y : n → ℝ, x ⬝ᵥ M *ᵥ y = (M *ᵥ x) ⬝ᵥ y := by
    intro x y
    rw [dotProduct_mulVec, ← mulVec_transpose, hT]
  -- expand the trial vector in eigenvectors
  have hvar : ∀ x : n → ℝ, hM.eigenvalues i₀ * (x ⬝ᵥ x) ≤ x ⬝ᵥ M *ᵥ x := by
    intro x
    have h1 := b.sum_inner_mul_inner (WithLp.toLp 2 x) (WithLp.toLp 2 x)
    have h2 := b.sum_inner_mul_inner (WithLp.toLp 2 x) (WithLp.toLp 2 (M *ᵥ x))
    simp only [hin] at h1 h2
    rw [← h1, ← h2, Finset.mul_sum]
    apply Finset.sum_le_sum
    intro i _
    rw [hmove, hb, smul_dotProduct, smul_eq_mul, dotProduct_comm x]
    nlinarith [mul_le_mul_of_nonneg_right (hi₀ i) (mul_self_nonneg ((b i).ofLp ⬝ᵥ x))]
  have hleast : IsLeast (energies M) (hM.eigenvalues i₀) := by
    refine ⟨⟨(b i₀).ofLp, ?_, hb i₀⟩, ?_⟩
    · intro h
      have h1 : inner ℝ (b i₀) (b i₀) = (1 : ℝ) := by
        rw [real_inner_self_eq_norm_sq, b.orthonormal.1 i₀]
        norm_num
      rw [hin, h, zero_dotProduct] at h1
      exact zero_ne_one h1
    · rintro e ⟨v, hv, hev⟩
      have h := hvar v
      rw [hev, dotProduct_smul, smul_eq_mul] at h
      exact le_of_mul_le_mul_right h (normSq_pos hv)
  have heq : lowestEnergy M = hM.eigenvalues i₀ := hleast.csInf_eq
  rw [heq]
  exact ⟨hleast, hvar⟩
```

The next theorem applies this to $H_l$ and separates the expectation values of $A$ and $C$. Its first part supplies a ground vector, for which equality holds; its second part is the inequality for all trial vectors. The steps `hH` and `hq` establish that $H_l$ is symmetric and that its expectation value splits as $x\cdot Ax + \lambda_l\,x\cdot Cx$.

```lean
/-- For symmetric `A` and `C` of positive size, the level `E_l` is the energy expectation value
of some nonzero vector, and is a lower bound for all trial vectors. -/
theorem levelEnergy_trial [Nonempty n] {A C : Matrix n n ℝ} (hA : A.IsHermitian)
    (hC : C.IsHermitian) (l : ℕ) :
    (∃ v : n → ℝ, v ≠ 0 ∧ levelEnergy A C l * (v ⬝ᵥ v) =
      v ⬝ᵥ A *ᵥ v + (l : ℝ) * (l + 1) / 2 * (v ⬝ᵥ C *ᵥ v)) ∧
    ∀ x : n → ℝ, levelEnergy A C l * (x ⬝ᵥ x) ≤
      x ⬝ᵥ A *ᵥ x + (l : ℝ) * (l + 1) / 2 * (x ⬝ᵥ C *ᵥ x) := by
  have hH : (radialHamiltonian A C l).IsHermitian := by
    unfold Matrix.IsHermitian radialHamiltonian
    rw [conjTranspose_add, conjTranspose_smul, star_trivial, hA.eq, hC.eq]
  have hq : ∀ x : n → ℝ, x ⬝ᵥ radialHamiltonian A C l *ᵥ x =
      x ⬝ᵥ A *ᵥ x + (l : ℝ) * (l + 1) / 2 * (x ⬝ᵥ C *ᵥ x) := by
    intro x
    simp only [radialHamiltonian, add_mulVec, smul_mulVec, dotProduct_add,
      dotProduct_smul, smul_eq_mul]
  obtain ⟨⟨⟨v, hv, hev⟩, _⟩, hvar⟩ := lowestEnergy_variational hH
  refine ⟨⟨v, hv, ?_⟩, fun x => ?_⟩
  · rw [← hq, hev, dotProduct_smul, smul_eq_mul, levelEnergy]
  · rw [← hq]
    exact hvar x
```

## Ordering and concavity

`StrictMono` says that $l < m$ implies $E_l < E_m$. The vector `v` is the ground vector of the higher level `m`, `hl` is its trial inequality for level `l`, and `hc` is the positivity of $v\cdot Cv$, taken from `C.PosDef`. The step `hbar` multiplies $\lambda_l < \lambda_m$ by this positive number.

```lean
/-- For symmetric `A` and positive definite `C` of positive size, the lowest level rises
strictly with angular momentum. -/
theorem levelEnergy_strictMono [Nonempty n] {A C : Matrix n n ℝ} (hA : A.IsHermitian)
    (hC : C.PosDef) : StrictMono (levelEnergy A C) := by
  intro l m hlm
  -- the ground vector of the higher level is a trial vector for the lower one
  obtain ⟨v, hv, hm⟩ := (levelEnergy_trial hA hC.isHermitian m).1
  have hl := (levelEnergy_trial hA hC.isHermitian l).2 v
  have hc := hC.dotProduct_mulVec_pos hv
  rw [star_trivial] at hc
  have hlm' : (l : ℝ) < m := by exact_mod_cast hlm
  have hl0 : (0 : ℝ) ≤ l := Nat.cast_nonneg l
  have hcoef : (l : ℝ) * (l + 1) / 2 < (m : ℝ) * (m + 1) / 2 := by nlinarith
  have hbar := mul_lt_mul_of_pos_right hcoef hc
  exact lt_of_mul_lt_mul_right (by linarith) (normSq_pos hv).le
```

The three-level inequality is stated with $l(l+1)$ in place of $\lambda_l$, which doubles both sides. For $k < l < m$ it says that the slope of the energy against $l(l+1)$ does not increase from one interval to the next; this is the concavity named in the comment. In the proof, `h1` and `h2` are the nonnegative weights $2p$ and $2q$, and `p1` and `p2` are the trial inequalities for `m` and `k` multiplied by them. The final `linear_combination` adds these and subtracts the weighted equality `hl` for the middle level, so that $a$ and $c$ disappear.

```lean
/-- Three-level inequality: for symmetric `A` and `C` of positive size and `k ≤ l ≤ m`, the
levels are concave as a function of `l(l+1)`. -/
theorem three_level_inequality [Nonempty n] {A C : Matrix n n ℝ} (hA : A.IsHermitian)
    (hC : C.IsHermitian) {k l m : ℕ} (hkl : k ≤ l) (hlm : l ≤ m) :
    (levelEnergy A C m - levelEnergy A C l) * ((l : ℝ) * (l + 1) - k * (k + 1)) ≤
      (levelEnergy A C l - levelEnergy A C k) * ((m : ℝ) * (m + 1) - l * (l + 1)) := by
  -- the ground vector of the middle level is a trial vector for both others
  obtain ⟨v, hv, hl⟩ := (levelEnergy_trial hA hC l).1
  have hk := (levelEnergy_trial hA hC k).2 v
  have hm := (levelEnergy_trial hA hC m).2 v
  have hkl' : (k : ℝ) ≤ l := by exact_mod_cast hkl
  have hlm' : (l : ℝ) ≤ m := by exact_mod_cast hlm
  have hk0 : (0 : ℝ) ≤ k := Nat.cast_nonneg k
  have h1 : 0 ≤ (l : ℝ) * (l + 1) - k * (k + 1) := by nlinarith
  have h2 : 0 ≤ (m : ℝ) * (m + 1) - l * (l + 1) := by nlinarith
  have p1 := mul_le_mul_of_nonneg_left hm h1
  have p2 := mul_le_mul_of_nonneg_left hk h2
  refine le_of_mul_le_mul_right ?_ (normSq_pos hv)
  linear_combination p1 + p2 -
    (((l : ℝ) * (l + 1) - k * (k + 1)) + ((m : ℝ) * (m + 1) - l * (l + 1))) * hl
```

The bound for general `l` treats `l = 0` separately and otherwise uses the three levels 0, 1 and `l`.

```lean
/-- For symmetric `A` and `C` of positive size, the s and p levels bound every level from
above: `E_l - E_0 ≤ l(l+1)/2 * (E_1 - E_0)`. -/
theorem level_le_of_s_p [Nonempty n] {A C : Matrix n n ℝ} (hA : A.IsHermitian)
    (hC : C.IsHermitian) (l : ℕ) :
    levelEnergy A C l - levelEnergy A C 0 ≤
      (l : ℝ) * (l + 1) / 2 * (levelEnergy A C 1 - levelEnergy A C 0) := by
  rcases Nat.eq_zero_or_pos l with rfl | hl
  · simp
  · have h := three_level_inequality hA hC (Nat.zero_le 1) hl
    push_cast at h
    linarith
```

The main theorem combines the two results. Its first half uses positive definiteness of `C`, while its second half passes on only the symmetry, through `hC.isHermitian`.

In a one-electron calculation with a fixed $l$-independent potential and a common finite radial basis, the computed lowest s and p levels thus give a ceiling for the lowest d level, which can serve as a consistency check on a radial solver.

```lean
/-- Ordering of s, p and d levels: for symmetric `A` and positive definite `C` of positive size,
`E_l` is strictly increasing in `l`, and `E_2 - E_0 ≤ 3 (E_1 - E_0)`. -/
theorem s_p_d_ordering [Nonempty n] {A C : Matrix n n ℝ} (hA : A.IsHermitian)
    (hC : C.PosDef) :
    StrictMono (levelEnergy A C) ∧
      levelEnergy A C 2 - levelEnergy A C 0 ≤
        3 * (levelEnergy A C 1 - levelEnergy A C 0) := by
  refine ⟨levelEnergy_strictMono hA hC, ?_⟩
  have h := level_le_of_s_p hA hC.isHermitian 2
  norm_num at h
  linarith
```

## Equality when the inverse square radius is constant

If $C$ is the identity, the centrifugal energy is that of a rotor at fixed radius 1, whatever the radial state. The centrifugal term shifts every eigenvalue of $A$ by $\lambda_l$, so $E_l = E_0 + \lambda_l$ and $E_2 - E_0 = 3 = 3(E_1 - E_0)$. The factor 3 therefore cannot be lowered for general $A$ and $C$.

In Lean, `levelEnergy A 1 l` has the identity matrix in the place of `C`. The proof of `key` obtains the shift from two trial vectors: the s ground vector `w` tested at level `l` gives $E_l \le E_0 + \lambda_l$, and the ground vector `v` of level `l` tested at level 0 gives the reverse inequality.

```lean
/-- If `C` is the identity and `A` is symmetric of positive size, then
`E_l = E_0 + l(l+1)/2` for every `l`, and the bound on the d level is an equality. -/
theorem d_bound_sharp [Nonempty n] {A : Matrix n n ℝ} (hA : A.IsHermitian) :
    (∀ l : ℕ, levelEnergy A 1 l = levelEnergy A 1 0 + (l : ℝ) * (l + 1) / 2) ∧
      levelEnergy A 1 2 - levelEnergy A 1 0 =
        3 * (levelEnergy A 1 1 - levelEnergy A 1 0) := by
  have key : ∀ l : ℕ,
      levelEnergy A 1 l = levelEnergy A 1 0 + (l : ℝ) * (l + 1) / 2 := by
    intro l
    obtain ⟨⟨v, hv, hl⟩, hl'⟩ := levelEnergy_trial hA isHermitian_one l
    obtain ⟨⟨w, hw, h0⟩, h0'⟩ := levelEnergy_trial hA isHermitian_one 0
    have a := hl' w
    have c := h0' v
    simp only [one_mulVec, Nat.cast_zero, zero_mul, zero_div, add_zero] at hl h0 a c
    apply le_antisymm
    · refine le_of_mul_le_mul_right ?_ (normSq_pos hw)
      linarith
    · refine le_of_mul_le_mul_right ?_ (normSq_pos hv)
      linarith
  refine ⟨key, ?_⟩
  rw [key 2, key 1]
  push_cast
  ring

end

end AngularMomentumLevels
```

```lean
#print axioms AngularMomentumLevels.s_p_d_ordering
#print axioms AngularMomentumLevels.d_bound_sharp
```

```
'AngularMomentumLevels.s_p_d_ordering' depends on axioms: [propext, Classical.choice, Quot.sound]
'AngularMomentumLevels.d_bound_sharp' depends on axioms: [propext, Classical.choice, Quot.sound]
```
